# For an exchange-symmetric interaction, the two-electron pair matrix has exactly the antisymmetric eigenvalues

The two-electron Hamiltonian is modelled here on all n² product amplitudes ψ(a,b), antisymmetric or not, and the Pauli principle enters as a condition on the eigenvector. The labels a, b, c, d run over n ordered, orthonormal spin orbitals, h is the one-electron matrix, V the interaction and δ the Kronecker delta. The Hamiltonian is

H = h ⊗ 1 + 1 ⊗ h + V

with entries

H_(ab,cd) = h_ac δ_bd + δ_ac h_bd + V_abcd.

The particle-particle matrix lives on the pairs a<b, c<d only:

A_(ab,cd) = h_ac δ_bd + δ_ac h_bd − h_ad δ_bc − δ_ad h_bc + V_abcd − V_abdc.

If V commutes with the exchange of the two electrons, E is an eigenvalue of A exactly when H has a nonzero antisymmetric eigenvector for E. The condition on V expresses that the electrons are identical; the Coulomb repulsion satisfies it.

## Packed pair storage in a two-electron code

A code that stores amplitudes only for a<b relies on this equivalence when it reads two-electron energies from the n(n−1)/2-dimensional matrix, within a finite orbital set. In the particle-particle random-phase approximation, this A is the whole problem when the reference has no occupied orbitals. With occupied orbitals, the particle-particle block runs over the unoccupied ones only, and the mean-field one-electron matrix takes the place of h. From two occupied spin orbitals on, a hole-hole block and couplings are added.

The index order matters when integrals are loaded. V_abcd is the physicists' ⟨ab|V|cd⟩, in which electron 1 goes from c to a and electron 2 from d to b. In chemists' notation this is (ac|bd).

## Folding the eigenvalue equation onto a<b

Let ψ be antisymmetric, ψ(b,a) = −ψ(a,b). Then ψ(a,a) = 0, and the values on a<b fix all the others. Conversely, any numbers x_ab given for a<b extend to an antisymmetric amplitude: set ψ(a,b) = x_ab, ψ(b,a) = −x_ab and ψ(a,a) = 0. For normalised x, this ψ has squared norm 2, so the normalised state is ψ/√2; the factor does not affect E.

The diagonal terms drop out of the sum over c and d, and the rest is grouped by pairs:

(Hψ)(a,b) = Σ_(c<d) [H_(ab,cd) ψ(c,d) + H_(ab,dc) ψ(d,c)]

= Σ_(c<d) [H_(ab,cd) − H_(ab,dc)] ψ(c,d).

Inserting the entries of H gives

H_(ab,cd) − H_(ab,dc) = A_(ab,cd),

so on pairs a<b, H acts on ψ as A acts on its restriction. This holds for any V.

Exchange symmetry means V_badc = V_abcd. The two one-electron terms trade places under the same relabelling, so H_(ba,dc) = H_(ab,cd), and

(Hψ)(b,a) = Σ_(c,d) H_(ba,dc) ψ(d,c) = −Σ_(c,d) H_(ab,cd) ψ(c,d) = −(Hψ)(a,b).

Now let Ax = Ex with x ≠ 0, and extend x to ψ. Both Hψ and Eψ are antisymmetric and agree for a<b, so they are equal everywhere. In the other direction, restrict an antisymmetric eigenvector ψ to a<b. The restriction satisfies Ax = Ex, and it is nonzero because it determines ψ. Only the passage from A to H uses the symmetry of V.

For independent electrons, V = 0 and h is diagonal with orbital energies ε_a. The exchange terms in A would need a = d and b = c, which contradicts a<b and c<d. Thus A is diagonal, and the antisymmetric eigenvalues are exactly ε_a + ε_b with a<b.

## The pair matrix and its eigenvalues in Lean

The type `ι` is the finite ordered set of spin orbitals, and `Pair ι` holds the pairs a<b. `hamiltonian`, `exchange` and `pairMatrix` are H, the exchange operator and A. The hypothesis `Commute V exchange` is the symmetry of V. An eigenvalue is expressed by a nonzero vector that satisfies the eigenvalue equation, with `*ᵥ` for matrix times vector.

```lean
import Mathlib

open Matrix
open scoped Kronecker

namespace ParticleParticleChannel

/-- The Kronecker delta, as the entries of the identity matrix. -/
local notation "δ" => (1 : Matrix _ _ ℂ)

variable {ι : Type*} [LinearOrder ι]

/-- Ordered pairs `a < b` of spin orbitals. -/
abbrev Pair (ι : Type*) [LinearOrder ι] := {p : ι × ι // p.1 < p.2}

/-- The two-electron Hamiltonian `h ⊗ 1 + 1 ⊗ h + V`. -/
noncomputable def hamiltonian (h : Matrix ι ι ℂ) (V : Matrix (ι × ι) (ι × ι) ℂ) :
    Matrix (ι × ι) (ι × ι) ℂ :=
  h ⊗ₖ (1 : Matrix ι ι ℂ) + (1 : Matrix ι ι ℂ) ⊗ₖ h + V

/-- The operator that exchanges the two electrons. -/
def exchange : Matrix (ι × ι) (ι × ι) ℂ :=
  fun p q => if q = p.swap then 1 else 0

/-- The particle-particle matrix on pairs `a < b`, `c < d`, with antisymmetrized interaction. -/
noncomputable def pairMatrix (h : Matrix ι ι ℂ) (V : Matrix (ι × ι) (ι × ι) ℂ) :
    Matrix (Pair ι) (Pair ι) ℂ :=
  fun ⟨(a, b), _⟩ ⟨(c, d), _⟩ =>
    h a c * δ b d + δ a c * h b d - h a d * δ b c - δ a d * h b c
      + V (a, b) (c, d) - V (a, b) (d, c)

/-- A two-electron amplitude that changes sign when the electrons are exchanged. -/
def IsAntisymmetric (ψ : ι × ι → ℂ) : Prop := ∀ a b, ψ (b, a) = -ψ (a, b)

/-- The antisymmetric two-electron amplitude with given values on the pairs `a < b`. -/
def pairWave (x : Pair ι → ℂ) : ι × ι → ℂ := fun p =>
  if h : p.1 < p.2 then x ⟨p, h⟩ else if h : p.2 < p.1 then -x ⟨p.swap, h⟩ else 0

omit [LinearOrder ι] in
/-- Pauli principle: an antisymmetric amplitude vanishes when both electrons occupy the same
spin orbital. -/
theorem IsAntisymmetric.diag {ψ : ι × ι → ℂ} (hψ : IsAntisymmetric ψ) (a : ι) :
    ψ (a, a) = 0 := by
  linear_combination (1 / 2 : ℂ) * hψ a a

/-- Two antisymmetric amplitudes that agree on all pairs `a < b` are equal. -/
theorem IsAntisymmetric.ext_pairs {ψ φ : ι × ι → ℂ} (hψ : IsAntisymmetric ψ)
    (hφ : IsAntisymmetric φ) (h : ∀ q : Pair ι, ψ q.1 = φ q.1) : ψ = φ := by
  funext ⟨a, b⟩
  rcases lt_trichotomy a b with hab | rfl | hab
  · exact h ⟨(a, b), hab⟩
  · rw [hψ.diag, hφ.diag]
  · rw [hψ b a, hφ b a]
    exact congrArg Neg.neg (h ⟨(b, a), hab⟩)

/-- The amplitude built from values on the pairs `a < b` is antisymmetric. -/
theorem pairWave_antisymmetric (x : Pair ι → ℂ) : IsAntisymmetric (pairWave x) := by
  intro a b
  rcases lt_trichotomy a b with h | rfl | h
  · simp [pairWave, h, lt_asymm h]
  · simp [pairWave]
  · simp [pairWave, h, lt_asymm h]

variable [Fintype ι]

/-- A sum over all two-electron indices without diagonal terms folds onto the pairs `a < b`. -/
theorem sum_pairs (g : ι × ι → ℂ) (hg : ∀ a, g (a, a) = 0) :
    ∑ q, g q = ∑ q : Pair ι, (g q.1 + g q.1.swap) := by
  have h1 : ∀ k : ι × ι → ℂ,
      ∑ q : Pair ι, k q.1 = ∑ q : ι × ι, if q.1 < q.2 then k q else 0 := by
    intro k
    rw [← Finset.sum_filter]
    exact (Finset.sum_subtype (p := fun q : ι × ι => q.1 < q.2) _ (by simp) k).symm
  -- relabelling the electrons turns the part `a < b` into the part `b < a`
  have h2 : (∑ q : ι × ι, if q.1 < q.2 then g q.swap else 0)
      = ∑ q : ι × ι, if q.2 < q.1 then g q else 0 :=
    Fintype.sum_equiv (Equiv.prodComm ι ι) _ _ (fun _ => rfl)
  rw [Finset.sum_add_distrib, h1 g, h1 (fun q => g q.swap), h2, ← Finset.sum_add_distrib]
  refine Finset.sum_congr rfl fun q _ => ?_
  obtain ⟨a, b⟩ := q
  rcases lt_trichotomy a b with h | rfl | h
  · simp [h, lt_asymm h]
  · simp [hg]
  · simp [h, lt_asymm h]

/-- If the interaction commutes with exchange, the Hamiltonian maps antisymmetric amplitudes
to antisymmetric amplitudes. -/
theorem hamiltonian_antisymmetric (h : Matrix ι ι ℂ) {V : Matrix (ι × ι) (ι × ι) ℂ}
    (hV : Commute V exchange) {ψ : ι × ι → ℂ} (hψ : IsAntisymmetric ψ) :
    IsAntisymmetric (hamiltonian h V *ᵥ ψ) := by
  -- in components, commuting with exchange means `V_badc = V_abcd`
  have hVs : ∀ p q : ι × ι, V p.swap q.swap = V p q := by
    intro p q
    have hs : ∀ r : ι × ι, (q.swap = r.swap) ↔ (r = q) := fun r =>
      ⟨fun e => (Prod.swap_injective e).symm, fun e => by rw [e]⟩
    have e := congrFun (congrFun hV.eq p) q.swap
    simp only [Matrix.mul_apply, exchange, hs, mul_ite, mul_one, mul_zero, ite_mul, one_mul,
      zero_mul, Finset.sum_ite_eq', Finset.mem_univ, if_true] at e
    exact e.symm
  intro a b
  have hH : ∀ q : ι × ι, hamiltonian h V (b, a) q.swap = hamiltonian h V (a, b) q := by
    rintro ⟨c, d⟩
    have e : V (b, a) (d, c) = V (a, b) (c, d) := hVs (a, b) (c, d)
    simp only [Prod.swap_prod_mk, hamiltonian, Matrix.add_apply, Matrix.kroneckerMap_apply, e]
    ring
  calc (hamiltonian h V *ᵥ ψ) (b, a) = ∑ q, hamiltonian h V (b, a) q * ψ q := rfl
    _ = ∑ q : ι × ι, hamiltonian h V (b, a) q.swap * ψ q.swap :=
        (Equiv.sum_comp (Equiv.prodComm ι ι)
          (fun q => hamiltonian h V (b, a) q * ψ q)).symm
    _ = ∑ q, -(hamiltonian h V (a, b) q * ψ q) := by
        refine Finset.sum_congr rfl fun q _ => ?_
        have e : ψ q.swap = -ψ q := hψ q.1 q.2
        rw [hH, e, mul_neg]
    _ = -(hamiltonian h V *ᵥ ψ) (a, b) := by
        rw [Finset.sum_neg_distrib]
        rfl

/-- On the pairs `a < b`, the Hamiltonian acts on an antisymmetric amplitude as the
particle-particle matrix. -/
theorem hamiltonian_mulVec_pair (h : Matrix ι ι ℂ) (V : Matrix (ι × ι) (ι × ι) ℂ)
    {ψ : ι × ι → ℂ} (hψ : IsAntisymmetric ψ) (q : Pair ι) :
    (hamiltonian h V *ᵥ ψ) q.1 = (pairMatrix h V *ᵥ fun r => ψ r.1) q := by
  refine (sum_pairs (fun r => hamiltonian h V q.1 r * ψ r)
    (fun a => by simp [hψ.diag a])).trans ?_
  refine Finset.sum_congr rfl fun r _ => ?_
  obtain ⟨⟨a, b⟩, hab⟩ := q
  obtain ⟨⟨c, d⟩, hcd⟩ := r
  change hamiltonian h V (a, b) (c, d) * ψ (c, d) + hamiltonian h V (a, b) (d, c) * ψ (d, c)
    = pairMatrix h V ⟨(a, b), hab⟩ ⟨(c, d), hcd⟩ * ψ (c, d)
  rw [hψ c d]
  simp only [hamiltonian, pairMatrix, Matrix.add_apply, Matrix.kroneckerMap_apply]
  ring

/-- For an interaction that commutes with exchange, `E` is an eigenvalue of the
particle-particle matrix iff the Hamiltonian has an antisymmetric eigenvector for `E`. -/
theorem pairMatrix_eigenvalue_iff (h : Matrix ι ι ℂ) (V : Matrix (ι × ι) (ι × ι) ℂ)
    (hV : Commute V exchange) (E : ℂ) :
    (∃ x, x ≠ 0 ∧ pairMatrix h V *ᵥ x = E • x) ↔
      ∃ ψ, ψ ≠ 0 ∧ IsAntisymmetric ψ ∧ hamiltonian h V *ᵥ ψ = E • ψ := by
  constructor
  · rintro ⟨x, hx, hA⟩
    have ha := pairWave_antisymmetric x
    have hr : (fun r : Pair ι => pairWave x r.1) = x := funext fun r => dif_pos r.2
    refine ⟨pairWave x, ?_, ha, ?_⟩
    · intro h0
      apply hx
      rw [← hr, h0]
      rfl
    · -- both sides are antisymmetric, so comparing them on pairs is enough
      refine (hamiltonian_antisymmetric h hV ha).ext_pairs
        (fun a b => by simp [ha a b]) fun q => ?_
      rw [hamiltonian_mulVec_pair h V ha, hr, hA]
      exact congrArg (fun z => E * z) (congrFun hr q).symm
  · rintro ⟨ψ, h0, hψ, hH⟩
    refine ⟨fun r => ψ r.1, ?_, ?_⟩
    · intro hx
      exact h0 (hψ.ext_pairs (fun a b => by simp) fun q => congrFun hx q)
    · funext q
      rw [← hamiltonian_mulVec_pair h V hψ, hH]
      rfl

/-- For independent electrons with orbital energies `ε`, the eigenvalues with antisymmetric
eigenvectors are exactly the sums `ε a + ε b` with `a < b`. -/
theorem independent_electrons (ε : ι → ℂ) (E : ℂ) :
    (∃ ψ, ψ ≠ 0 ∧ IsAntisymmetric ψ ∧ hamiltonian (diagonal ε) 0 *ᵥ ψ = E • ψ) ↔
      ∃ a b, a < b ∧ E = ε a + ε b := by
  have hA : pairMatrix (diagonal ε) 0
      = diagonal (fun q : Pair ι => ε q.1.1 + ε q.1.2) := by
    ext ⟨⟨a, b⟩, hab⟩ ⟨⟨c, d⟩, hcd⟩
    -- the exchange terms need `a = d` and `b = c`, which the ordering forbids
    have hx : a = d → b ≠ c := by
      rintro rfl rfl
      exact lt_asymm hab hcd
    have h3 : diagonal ε a d * δ b c = 0 := by
      by_cases e : a = d
      · rw [Matrix.one_apply_ne (hx e), mul_zero]
      · rw [Matrix.diagonal_apply_ne _ e, zero_mul]
    have h4 : δ a d * diagonal ε b c = 0 := by
      by_cases e : a = d
      · rw [Matrix.diagonal_apply_ne _ (hx e), mul_zero]
      · rw [Matrix.one_apply_ne e, zero_mul]
    simp only [pairMatrix, h3, h4, Matrix.zero_apply, sub_zero, add_zero]
    by_cases h1 : a = c
    · by_cases h2 : b = d
      · subst h1 h2
        simp
      · simp [Matrix.diagonal_apply, Matrix.one_apply, h2]
    · simp [Matrix.diagonal_apply, Matrix.one_apply, h1]
  rw [← pairMatrix_eigenvalue_iff _ _ (Commute.zero_left _), hA]
  constructor
  · rintro ⟨x, hx, h⟩
    obtain ⟨q, hq⟩ := Function.ne_iff.mp hx
    have e := congrFun h q
    rw [Matrix.mulVec_diagonal] at e
    exact ⟨_, _, q.2, (mul_right_cancel₀ hq e).symm⟩
  · rintro ⟨a, b, hab, rfl⟩
    refine ⟨Pi.single ⟨(a, b), hab⟩ 1, ?_, ?_⟩
    · intro h
      have e := congrFun h ⟨(a, b), hab⟩
      simp at e
    · funext q
      rw [Matrix.mulVec_diagonal]
      by_cases hq : q = ⟨(a, b), hab⟩
      · subst hq
        simp
      · simp [hq]

/-- For two spin orbitals, `h = 0` and an interaction whose only nonzero entry is
`V_(01,01) = 1`, the particle-particle matrix has eigenvalue 1, but the Hamiltonian has no
antisymmetric eigenvector for 1. -/
theorem exchange_symmetry_needed :
    (∃ x, x ≠ 0 ∧ pairMatrix (0 : Matrix (Fin 2) (Fin 2) ℂ)
        (Matrix.single (0, 1) (0, 1) 1) *ᵥ x = (1 : ℂ) • x) ∧
      ¬ ∃ ψ, ψ ≠ 0 ∧ IsAntisymmetric ψ ∧ hamiltonian (0 : Matrix (Fin 2) (Fin 2) ℂ)
        (Matrix.single (0, 1) (0, 1) 1) *ᵥ ψ = (1 : ℂ) • ψ := by
  constructor
  · -- there is only one pair, so the matrix is the number 1
    have hu : ∀ q : Pair (Fin 2), q = ⟨(0, 1), by decide⟩ := by decide
    have hsum : ∀ f : Pair (Fin 2) → ℂ, ∑ r, f r = f ⟨(0, 1), by decide⟩ := fun f =>
      Fintype.sum_eq_single _ (fun r hr => absurd (hu r) hr)
    refine ⟨fun _ => 1, fun h => ?_, ?_⟩
    · exact one_ne_zero (congrFun h ⟨(0, 1), by decide⟩)
    · funext q
      rw [hu q]
      simp only [Matrix.mulVec, dotProduct, hsum]
      simp [pairMatrix]
  · rintro ⟨ψ, h0, hψ, hH⟩
    have h10 : ψ (1, 0) = 0 := by
      have e := (congrFun hH (1, 0)).symm
      simpa [hamiltonian, Matrix.mulVec, dotProduct, Matrix.single_apply] using e
    have h01 : ψ (0, 1) = 0 := by rw [hψ 1 0, h10, neg_zero]
    apply h0
    funext ⟨a, b⟩
    fin_cases a <;> fin_cases b <;> simp [h10, h01, hψ.diag]

end ParticleParticleChannel
```

```lean
#print axioms ParticleParticleChannel.pairMatrix_eigenvalue_iff
#print axioms ParticleParticleChannel.independent_electrons
#print axioms ParticleParticleChannel.exchange_symmetry_needed
```

```
'ParticleParticleChannel.pairMatrix_eigenvalue_iff' depends on axioms: [propext, Classical.choice, Quot.sound]
'ParticleParticleChannel.independent_electrons' depends on axioms: [propext, Classical.choice, Quot.sound]
'ParticleParticleChannel.exchange_symmetry_needed' depends on axioms: [propext, Classical.choice, Quot.sound]
```

`pairWave` extends pair values to an antisymmetric amplitude, and `IsAntisymmetric.ext_pairs` says that agreement on pairs is enough for equality. `sum_pairs` folds the double sum, and `hamiltonian_mulVec_pair` uses it to identify the action of H with that of A. `hamiltonian_antisymmetric` supplies the exchange step. The main theorem, `pairMatrix_eigenvalue_iff`, combines these by extension in one direction and restriction in the other. `independent_electrons` first shows that A is diagonal, then applies the main theorem.

## Relabelling electrons with `Equiv.prodComm`

The proof turns on a change of summation variable. `Equiv.prodComm ι ι` is the bijection (a,b) ↦ (b,a), and `Fintype.sum_equiv` carries a finite sum along it. In `sum_pairs` this turns the swapped terms over a<b into the original terms over b<a. The term-by-term check is just `rfl`, because swapping the pair also swaps the two sides of the inequality. `Equiv.sum_comp` makes the same relabelling in `hamiltonian_antisymmetric`, where the minus sign then comes from ψ.

## Broken exchange symmetry, multiplicities and occupied orbitals

The equivalence can fail when V lacks exchange symmetry. `exchange_symmetry_needed` takes two spin orbitals, h = 0 and V_(01,01) = 1 as the only nonzero entry. Then A is the number 1, while (Hψ)(1,0) = 0 forces any antisymmetric eigenvector for 1 to vanish. An integral routine that fills V_0101 with a nonzero value but leaves its partner V_1010 at zero breaks the symmetry in the same way.

Neither h nor V need be Hermitian, so E may be complex. The theorem concerns which eigenvalues occur, not their multiplicities, and it covers neither a reference with occupied orbitals nor rounding errors in a numerical diagonalisation.

## The antisymmetric subspace as an alternative model

Antisymmetric amplitudes could also be modelled as a linear subspace, with the restriction of H to it as the pair operator. This needs no orbital order, and exchange symmetry of V would be used at the outset to show that H maps the subspace into itself. The entry formula for A would then become a separate statement about a basis labelled by a<b. Defining A by its entries keeps the theorem close to the array that a program fills.
